# In the sudden approximation, the mean line energy is the frozen-orbital energy

An electron is torn out of one orbital of a molecule so fast that the others have no time to respond. They are left in a frozen-orbital state φ, usually not an eigenstate of the ion Hamiltonian H, and the photoelectron spectrum shows several lines for this orbital instead of one. How is the single number ⟨φ,Hφ⟩ related to them?

Let H have a finite orthonormal basis of eigenvectors u_k with real energies E_k, and let ‖φ‖ = 1. The sudden approximation gives line k the intensity

p_k = |⟨u_k,φ⟩|².

This neglects any variation of the transition amplitude with the energy of the outgoing electron. Line energies are counted here as total energies of the ion; subtracting the energy of the initial molecule turns them into binding energies. Write m = Σ_k p_k E_k for the mean line energy and E₀ for the lowest E_k. Then m = ⟨φ,Hφ⟩, the variance is ‖Hφ − mφ‖², and E₀ ≤ m, with equality exactly when Hφ = E₀φ.

## Moments of the line spectrum

By Parseval, Σ_k p_k = ‖φ‖² = 1. Expanding φ = Σ_i ⟨u_i,φ⟩ u_i and applying H gives

⟨u_k,Hφ⟩ = E_k ⟨u_k,φ⟩.

Inserting the resolution of the identity yields the mean:

⟨φ,Hφ⟩ = Σ_k ⟨φ,u_k⟩⟨u_k,Hφ⟩ = Σ_k p_k E_k = m.

For any real c, the vector Hφ − cφ has amplitudes (E_k − c)⟨u_k,φ⟩, so Parseval gives

Σ_k p_k (E_k − c)² = ‖Hφ − cφ‖².

Setting c = m gives the variance. Since the intensities sum to one,

m − E₀ = Σ_k p_k (E_k − E₀) ≥ 0.

If m − E₀ vanishes, so does every term. The second moment about E₀ is then zero, and Hφ = E₀φ. Conversely, Hφ = E₀φ gives m = ⟨φ,Hφ⟩ = E₀.

Two bounds follow. If every line not at E₀ lies at least Δ above it, keeping only those satellites in the last sum gives

Δ · Σ_{E_k ≠ E₀} p_k ≤ m − E₀.

If every line is at E₀ or at or above some E₁ ≥ E₀, then (E_k − E₀)(E_k − E₁) ≥ 0. Expanding about m and averaging removes the linear term and leaves

(m − E₀)(E₁ − m) ≤ Σ_k p_k (E_k − m)².

## Two moments from one matrix–vector product

In a configuration-interaction code with an orthonormal basis, one computes w = Hφ, then m = ⟨φ,w⟩ and the variance ‖w − mφ‖². No diagonalisation is needed. A Lanczos run started from φ produces the same numbers as its first diagonal coefficient and the square of its first off-diagonal one.

For a core hole, the lowest state of the full ion is a valence-ionised one, so m − E₀ is then far larger than the relaxation energy. To study the lines of one core level, one can restrict H to configurations with a hole in that level, neglecting their coupling to all others; E₀ is then the lowest energy of the restricted H.

## The spectrum in Lean

The space `V` is a complex inner-product space, and the finite type `ι` labels the lines.

```lean
import Mathlib

open Finset

namespace FrozenOrbitalSpectrum

noncomputable section

variable {V ι : Type*} [NormedAddCommGroup V] [InnerProductSpace ℂ V] [Fintype ι]
```

An `OrthonormalBasis` supplies the eigenvectors; degenerate energies are allowed. The intensity is the sudden-approximation postulate, written as a definition.

```lean
/-- Squared modulus of the overlap of the basis vector `u k` with `φ`. It is the intensity of line
`k` when `u` is an eigenbasis of the ion Hamiltonian and `φ` the frozen-orbital state. -/
def intensity (u : OrthonormalBasis ι ℂ V) (φ : V) (k : ι) : ℝ :=
  ‖inner ℂ (u k) φ‖ ^ 2
```

Mean and variance are defined from energies and intensities alone, without H.

```lean
/-- Intensity-weighted sum of the line energies; for a unit state `φ` it is their mean. -/
def meanLine (u : OrthonormalBasis ι ℂ V) (E : ι → ℝ) (φ : V) : ℝ :=
  ∑ k, intensity u φ k * E k

/-- Intensity-weighted sum of the squared deviations of the line energies from `meanLine`;
for a unit state `φ` it is the variance of the spectrum. -/
def lineVariance (u : OrthonormalBasis ι ℂ V) (E : ι → ℝ) (φ : V) : ℝ :=
  ∑ k, intensity u φ k * (E k - meanLine u E φ) ^ 2
```

Parseval holds for any φ, normalised or not.

```lean
/-- The intensities of all lines add up to the squared norm of the state. -/
theorem sum_intensity (u : OrthonormalBasis ι ℂ V) (φ : V) :
    ∑ k, intensity u φ k = ‖φ‖ ^ 2 := by
  rw [← u.repr.norm_map φ, EuclideanSpace.norm_sq_eq]
  refine Finset.sum_congr rfl fun k _ => ?_
  rw [u.repr_apply_apply, intensity]
```

The hypothesis `hu` says that each `u k` is an eigenvector with real energy `E k`. The proof expands φ and reads off one coefficient by orthonormality.

```lean
/-- If the orthonormal basis `u` consists of eigenstates of `H` with real energies `E k`, then `H`
multiplies the amplitude of `φ` on `u k` by `E k`. -/
theorem amplitude_hamiltonian {H : V →ₗ[ℂ] V} {u : OrthonormalBasis ι ℂ V} {E : ι → ℝ}
    (hu : ∀ k, H (u k) = (E k : ℂ) • u k) (φ : V) (k : ι) :
    inner ℂ (u k) (H φ) = (E k : ℂ) * inner ℂ (u k) φ := by
  -- expand the state in eigenstates and act with the Hamiltonian term by term
  have h : H φ = ∑ i, ((E i : ℂ) * inner ℂ (u i) φ) • u i := by
    conv_lhs => rw [← u.sum_repr' φ]
    rw [map_sum]
    refine Finset.sum_congr rfl fun i _ => ?_
    rw [map_smul, hu, smul_smul, mul_comm]
  rw [h]
  exact u.orthonormal.inner_right_fintype _ k
```

The second moment applies Parseval to Hφ − cφ.

```lean
/-- For an orthonormal eigenbasis of `H`, the second moment of the line spectrum about any
reference energy `c` is the squared norm of `H φ - c φ`. -/
theorem second_moment {H : V →ₗ[ℂ] V} {u : OrthonormalBasis ι ℂ V} {E : ι → ℝ}
    (hu : ∀ k, H (u k) = (E k : ℂ) • u k) (φ : V) (c : ℝ) :
    ∑ k, intensity u φ k * (E k - c) ^ 2 = ‖H φ - (c : ℂ) • φ‖ ^ 2 := by
  rw [← sum_intensity u (H φ - (c : ℂ) • φ)]
  refine Finset.sum_congr rfl fun k _ => ?_
  have h : inner ℂ (u k) (H φ - (c : ℂ) • φ)
      = ((E k - c : ℝ) : ℂ) * inner ℂ (u k) φ := by
    rw [inner_sub_right, amplitude_hamiltonian hu, inner_smul_right]
    push_cast
    ring
  unfold intensity
  rw [h, norm_mul, mul_pow, Complex.norm_real, Real.norm_eq_abs, sq_abs]
  ring
```

Normalisation enters when c is subtracted from the mean.

```lean
/-- For a unit state, the mean line energy minus a reference energy `c` is the intensity-weighted
sum of the signed differences `E k - c`. -/
theorem meanLine_sub (u : OrthonormalBasis ι ℂ V) (E : ι → ℝ) {φ : V} (hφ : ‖φ‖ = 1)
    (c : ℝ) : meanLine u E φ - c = ∑ k, intensity u φ k * (E k - c) := by
  have h1 : ∑ k, intensity u φ k = 1 := by rw [sum_intensity, hφ, one_pow]
  simp only [mul_sub, Finset.sum_sub_distrib, ← Finset.sum_mul, h1, one_mul]
  rfl
```

In the main theorem, `IsLeast (Set.range E) E₀` says that E₀ is one of the energies and none is lower; its line may have zero intensity. The first conclusion is an equation between complex numbers, so it also says that the expectation value is real. In the proof, `hmean` inserts the identity, `hpos` records the nonnegative terms of m − E₀ (the "relaxation shift" of the comment, a name that fits when E₀ belongs to the same hole as φ, provided that any correlation energy the ion gains relative to φ is counted as relaxation too), and `hsq` is the vanishing second moment.

```lean
/-- Let `H` have an orthonormal eigenbasis with real energies `E k`, the lowest being `E₀`, and
let `φ` be a unit state. The mean line energy is the expectation value of `H` in `φ`, the
variance is the squared norm of `H φ - m φ` with `m` the mean, and `E₀` is at most `m`, with
equality exactly when `φ` is a ground state. -/
theorem frozen_orbital_sum_rules {H : V →ₗ[ℂ] V} {u : OrthonormalBasis ι ℂ V} {E : ι → ℝ}
    (hu : ∀ k, H (u k) = (E k : ℂ) • u k) {φ : V} (hφ : ‖φ‖ = 1)
    {E₀ : ℝ} (hE : IsLeast (Set.range E) E₀) :
    inner ℂ φ (H φ) = (meanLine u E φ : ℂ) ∧
    lineVariance u E φ = ‖H φ - (meanLine u E φ : ℂ) • φ‖ ^ 2 ∧
    E₀ ≤ meanLine u E φ ∧
    (E₀ = meanLine u E φ ↔ H φ = (E₀ : ℂ) • φ) := by
  -- the mean: insert the resolution of the identity
  have hmean : inner ℂ φ (H φ) = (meanLine u E φ : ℂ) := by
    rw [← u.sum_inner_mul_inner φ (H φ), meanLine, Complex.ofReal_sum]
    refine Finset.sum_congr rfl fun k _ => ?_
    rw [amplitude_hamiltonian hu, ← inner_conj_symm φ (u k), intensity]
    push_cast
    rw [← Complex.conj_mul']
    ring
  -- every line contributes a nonnegative amount to the relaxation shift
  have hpos : ∀ k ∈ Finset.univ, 0 ≤ intensity u φ k * (E k - E₀) := fun k _ =>
    mul_nonneg (sq_nonneg _) (sub_nonneg.mpr (hE.2 ⟨k, rfl⟩))
  have hshift := meanLine_sub u E hφ E₀
  refine ⟨hmean, second_moment hu φ _, ?_, ?_, ?_⟩
  · have := Finset.sum_nonneg hpos
    linarith
  · intro h
    have hzero : ∑ k, intensity u φ k * (E k - E₀) = 0 := by linarith
    have hk := (Finset.sum_eq_zero_iff_of_nonneg hpos).mp hzero
    -- so the second moment about the lowest energy vanishes
    have hsq : ‖H φ - (E₀ : ℂ) • φ‖ ^ 2 = 0 := by
      rw [← second_moment hu φ E₀]
      refine Finset.sum_eq_zero fun k hmem => ?_
      rw [pow_two, ← mul_assoc, hk k hmem, zero_mul]
    exact sub_eq_zero.mp (norm_eq_zero.mp (pow_eq_zero_iff two_ne_zero |>.mp hsq))
  · intro h
    rw [h] at hmean
    simpa [inner_smul_right, inner_self_eq_norm_sq_to_K, hφ] using hmean
```

The satellite bound compares the sums term by term, splitting on whether a line sits at E₀.

```lean
/-- If every line not at `E₀` lies at least `Δ` above `E₀`, then for a unit state `Δ` times the
total intensity of those lines is at most the shift of the mean line energy from `E₀`. -/
theorem satellite_intensity_bound (u : OrthonormalBasis ι ℂ V) {E : ι → ℝ} {φ : V}
    (hφ : ‖φ‖ = 1) {E₀ Δ : ℝ} (hgap : ∀ k, E k ≠ E₀ → E₀ + Δ ≤ E k) :
    Δ * ∑ k with E k ≠ E₀, intensity u φ k ≤ meanLine u E φ - E₀ := by
  rw [meanLine_sub u E hφ, Finset.sum_filter, Finset.mul_sum]
  refine Finset.sum_le_sum fun k _ => ?_
  have hp : 0 ≤ intensity u φ k := sq_nonneg _
  by_cases h : E k = E₀
  · simp [h]
  · rw [if_pos h, mul_comm]
    exact mul_le_mul_of_nonneg_left (by linarith [hgap k h]) hp
```

For the variance bound, `key` is the expansion about m, and `h0` removes its linear term.

```lean
/-- If every line lies either at `E₀` or at or above `E₁`, with `E₀ ≤ E₁`, then for a unit state
with mean line energy `m` the variance is at least `(m - E₀) (E₁ - m)`. -/
theorem variance_lower_bound (u : OrthonormalBasis ι ℂ V) {E : ι → ℝ} {φ : V}
    (hφ : ‖φ‖ = 1) {E₀ E₁ : ℝ} (h01 : E₀ ≤ E₁) (hgap : ∀ k, E k = E₀ ∨ E₁ ≤ E k) :
    (meanLine u E φ - E₀) * (E₁ - meanLine u E φ) ≤ lineVariance u E φ := by
  have h1 : ∑ k, intensity u φ k = 1 := by rw [sum_intensity, hφ, one_pow]
  have h0 := meanLine_sub u E hφ (meanLine u E φ)
  rw [sub_self] at h0
  -- no line lies strictly between the two energies
  have hpos : 0 ≤ ∑ k, intensity u φ k * ((E k - E₀) * (E k - E₁)) := by
    refine Finset.sum_nonneg fun k _ => mul_nonneg (sq_nonneg _) ?_
    rcases hgap k with h | h
    · simp [h]
    · exact mul_nonneg (by linarith) (by linarith)
  have key : lineVariance u E φ = ∑ k, intensity u φ k * ((E k - E₀) * (E k - E₁))
      + (E₀ + E₁ - 2 * meanLine u E φ) * ∑ k, intensity u φ k * (E k - meanLine u E φ)
      + ((meanLine u E φ - E₀) * (E₁ - meanLine u E φ)) * ∑ k, intensity u φ k := by
    rw [Finset.mul_sum, Finset.mul_sum, ← Finset.sum_add_distrib,
      ← Finset.sum_add_distrib, lineVariance]
    refine Finset.sum_congr rfl fun k _ => ?_
    ring
  rw [key, ← h0, h1]
  linarith
```

Finally, the spectral theorem supplies such an eigenbasis for every Hermitian H in finite dimension. Continuum states of the ion, as in shake-off, enter only through a finite discretisation.

```lean
/-- Every Hermitian operator on a finite-dimensional space has an orthonormal eigenbasis with
real energies, here the one given by the spectral theorem. -/
theorem hermitian_eigenbasis_witness [FiniteDimensional ℂ V] {H : V →ₗ[ℂ] V}
    (hH : H.IsSymmetric) {n : ℕ} (hn : Module.finrank ℂ V = n) (k : Fin n) :
    H (hH.eigenvectorBasis hn k)
      = ((hH.eigenvalues hn k : ℝ) : ℂ) • hH.eigenvectorBasis hn k :=
  hH.apply_eigenvectorBasis hn k

end

end FrozenOrbitalSpectrum
```

```lean
#print axioms FrozenOrbitalSpectrum.frozen_orbital_sum_rules
#print axioms FrozenOrbitalSpectrum.satellite_intensity_bound
#print axioms FrozenOrbitalSpectrum.variance_lower_bound
```

```
'FrozenOrbitalSpectrum.frozen_orbital_sum_rules' depends on axioms: [propext, Classical.choice, Quot.sound]
'FrozenOrbitalSpectrum.satellite_intensity_bound' depends on axioms: [propext, Classical.choice, Quot.sound]
'FrozenOrbitalSpectrum.variance_lower_bound' depends on axioms: [propext, Classical.choice, Quot.sound]
```
